# Coulomb-metric density fitting never overestimates a diagonal repulsion integral

An RI-MP2 program typically builds the integrals $(ia|jb)$ from three-index quantities. It computes $(P|ia)$ for auxiliary functions $P$, factorises their Coulomb matrix as $V=LL^{T}$, solves $\sum_Q L_{PQ}B_{Q,ia}=(P|ia)$ and forms $\sum_P B_{P,ia}B_{P,jb}$. In exact arithmetic this is

$$(u|v)_{\mathrm{RI}}=\sum_{PQ}(u|P)\,(V^{-1})_{PQ}\,(Q|v),$$

with $u$ and $v$ the orbital products $ia$ and $jb$. The theorems below give the error of this formula exactly, for real densities, a finite auxiliary set with invertible $V$, and fitting in the Coulomb metric. They concern the integrals, not the energies computed from them.

## Densities as vectors

In Lean 4 with Mathlib:

```lean
import Mathlib

open Matrix

namespace ResolutionOfIdentity

noncomputable section

variable {E ι κ : Type*} [NormedAddCommGroup E] [InnerProductSpace ℝ E] [Fintype ι] [Fintype κ]
```

The type `E` holds the real charge distributions, and `inner ℝ u v` is the Coulomb integral $(u|v)$. Calling `E` an inner-product space assumes that self-repulsion is finite and that $(u|u)>0$ unless $u=0$. Physically, this is the positivity of the Coulomb kernel, taken here as given. `E` may have infinite dimension. The finite types `ι` and `κ` label the functions of two auxiliary sets; the second is needed only when two sets are compared.

```lean
/-- The Coulomb metric `V P Q = (P|Q)` of an auxiliary family. -/
def coulombMetric (χ : ι → E) : Matrix ι ι ℝ :=
  Matrix.of fun P Q => inner ℝ (χ P) (χ Q)
```

The family `χ` assigns a vector to each label $P$, and `coulombMetric χ` is the matrix $V_{PQ}=(P|Q)$.

```lean
/-- The fitted density `v' = ∑ P, c P • χ P` with coefficients `c P = ∑ Q, W P Q (Q|v)`,
where `W` stands for the inverse metric. -/
def fitted (χ : ι → E) (W : Matrix ι ι ℝ) (v : E) : E :=
  ∑ P, (W *ᵥ fun Q => inner ℝ (χ Q) v) P • χ P
```

This is the fitted density

$$v'=\sum_P c_P\,\chi_P,\qquad c_P=\sum_Q W_{PQ}\,(Q|v).$$

The symbol `*ᵥ` multiplies a matrix by a vector, and `•` multiplies a density by a number. So far `W` is any square matrix. The theorems that need it to be the inverse metric say so through the hypothesis `coulombMetric χ * W = 1`, that is $VW=1$, which forces the auxiliary functions to be linearly independent.

A different model would define $v'$ as the orthogonal projection of $v$ onto the auxiliary span. That would also admit linearly dependent auxiliary sets, but the matrix formula used in programs would then have to be connected to the projection by a separate proof.

```lean
/-- The RI integral `∑ P Q, (u|P) W P Q (Q|v)`, where `W` stands for the inverse metric. -/
def riIntegral (χ : ι → E) (W : Matrix ι ι ℝ) (u v : E) : ℝ :=
  ∑ P, ∑ Q, inner ℝ u (χ P) * W P Q * inner ℝ (χ Q) v
```

`riIntegral χ W u v` is the double sum from the opening, with $W$ in the place of $V^{-1}$.

## The residual is orthogonal to the auxiliary span

```lean
/-- The RI integral is the Coulomb integral of `u` with the fitted density of `v`. -/
theorem riIntegral_eq_inner_fitted (χ : ι → E) (W : Matrix ι ι ℝ) (u v : E) :
    riIntegral χ W u v = inner ℝ u (fitted χ W v) := by
  rw [riIntegral, fitted, inner_sum]
  refine Finset.sum_congr rfl fun P _ => ?_
  rw [real_inner_smul_right]
  change _ = (∑ Q, W P Q * inner ℝ (χ Q) v) * inner ℝ u (χ P)
  rw [Finset.sum_mul]
  exact Finset.sum_congr rfl fun Q _ => by ring
```

Only one of the two densities needs to be fitted explicitly:

$$(u|v')=\sum_P c_P\,(u|P)=\sum_{PQ}(u|P)\,W_{PQ}\,(Q|v)=(u|v)_{\mathrm{RI}}.$$

In the proof, `inner_sum` takes the sum out of the integral, `real_inner_smul_right` takes out the coefficient, and `ring` reorders the factors. No condition on $W$ is used.

```lean
/-- A fitted density lies in the span of the auxiliary family. -/
theorem fitted_mem_span (χ : ι → E) (W : Matrix ι ι ℝ) (v : E) :
    fitted χ W v ∈ Submodule.span ℝ (Set.range χ) :=
  Submodule.sum_mem _ fun P _ =>
    Submodule.smul_mem _ _ (Submodule.subset_span ⟨P, rfl⟩)
```

A fitted density is a linear combination of the $\chi_P$, so it lies in their span, written `Submodule.span ℝ (Set.range χ)`.

```lean
variable [DecidableEq ι] [DecidableEq κ]

/-- The fitting residual `v - v'` has zero Coulomb integral with every density in the
auxiliary span. -/
theorem inner_residual_eq_zero {χ : ι → E} {W : Matrix ι ι ℝ} (hW : coulombMetric χ * W = 1)
    (v : E) {w : E} (hw : w ∈ Submodule.span ℝ (Set.range χ)) :
    inner ℝ w (v - fitted χ W v) = 0 := by
  induction hw using Submodule.span_induction with
  | mem x hx =>
    obtain ⟨P, rfl⟩ := hx
    -- the fit equations `V c = b`
    have h : coulombMetric χ *ᵥ (W *ᵥ fun Q => inner ℝ (χ Q) v)
        = fun Q => inner ℝ (χ Q) v := by
      rw [Matrix.mulVec_mulVec, hW, Matrix.one_mulVec]
    have e : inner ℝ (χ P) (fitted χ W v)
        = (coulombMetric χ *ᵥ (W *ᵥ fun Q => inner ℝ (χ Q) v)) P := by
      rw [fitted, inner_sum]
      change _ = ∑ Q, inner ℝ (χ P) (χ Q) * (W *ᵥ fun Q => inner ℝ (χ Q) v) Q
      exact Finset.sum_congr rfl fun Q _ => by rw [real_inner_smul_right, mul_comm]
    rw [inner_sub_right, e, h, sub_self]
  | zero => exact inner_zero_left _
  | add x y _ _ hx hy => rw [inner_add_left, hx, hy, add_zero]
  | smul a x _ hx => rw [real_inner_smul_left, hx, mul_zero]
```

Here $VW=1$ enters. Write $b_Q=(Q|v)$, so that $c=Wb$. Then

$$(P|v')=\sum_Q V_{PQ}\,c_Q=(VWb)_P=b_P=(P|v),$$

and therefore $(P|v-v')=0$ for every $P$. By linearity, $(w|v-v')=0$ for every $w$ in the span.

The proof follows the same order. The step `h` is $VWb=b$, and `e` is $(P|v')=(Vc)_P$. The induction over the span treats an auxiliary function first (`mem`), then the zero vector, sums and multiples.

## The error is the repulsion of two residuals

```lean
/-- The RI integral equals the exact integral minus the Coulomb integral of the two fitting
residuals, and a diagonal RI integral never exceeds the exact one. -/
theorem riIntegral_eq_sub_residual {χ : ι → E} {W : Matrix ι ι ℝ}
    (hW : coulombMetric χ * W = 1) :
    (∀ u v : E, riIntegral χ W u v
      = inner ℝ u v - inner ℝ (u - fitted χ W u) (v - fitted χ W v)) ∧
    ∀ u : E, riIntegral χ W u u ≤ inner ℝ u u := by
  have key : ∀ u v : E, riIntegral χ W u v
      = inner ℝ u v - inner ℝ (u - fitted χ W u) (v - fitted χ W v) := by
    intro u v
    -- the fitted part of `u` does not see the residual of `v`
    rw [inner_sub_left, inner_residual_eq_zero hW v (fitted_mem_span χ W u),
      inner_sub_right, riIntegral_eq_inner_fitted]
    ring
  refine ⟨key, fun u => ?_⟩
  have h := key u u
  have h0 : 0 ≤ inner ℝ (u - fitted χ W u) (u - fitted χ W u) := real_inner_self_nonneg
  linarith
```

The theorem has two parts, joined by `∧`. The first is the identity

$$(u|v)_{\mathrm{RI}}=(u|v)-(u-u'|v-v').$$

To derive it, expand the last term in its left argument:

$$(u-u'|v-v')=(u|v-v')-(u'|v-v').$$

The second term vanishes because $u'$ lies in the auxiliary span. The first is $(u|v)-(u|v')=(u|v)-(u|v)_{\mathrm{RI}}$, and rearranging gives the identity. These are the rewriting steps in `key`.

For $v=u$ the error is the self-repulsion of a residual, which cannot be negative, so $(u|u)_{\mathrm{RI}}\le(u|u)$. The tactic `linarith` combines the identity with that inequality.

In a program this gives a check on the fit: $(ia|ia)-\sum_P B_{P,ia}^2$ should be non-negative up to rounding and integral accuracy. A clearly negative value points to a fault in the integrals or the linear algebra.

```lean
/-- The matrix of RI errors of any finite family of densities is positive semidefinite as a
quadratic form. -/
theorem riError_quadraticForm_nonneg {χ : ι → E} {W : Matrix ι ι ℝ}
    (hW : coulombMetric χ * W = 1) {τ : Type*} [Fintype τ] (ρ : τ → E) (x : τ → ℝ) :
    0 ≤ ∑ i, ∑ j, x i * x j * (inner ℝ (ρ i) (ρ j) - riIntegral χ W (ρ i) (ρ j)) := by
  -- the form is the self-repulsion of the combined residual
  have h : ∑ i, ∑ j, x i * x j * (inner ℝ (ρ i) (ρ j) - riIntegral χ W (ρ i) (ρ j))
      = inner ℝ (∑ i, x i • (ρ i - fitted χ W (ρ i)))
          (∑ j, x j • (ρ j - fitted χ W (ρ j))) := by
    rw [sum_inner]
    refine Finset.sum_congr rfl fun i _ => ?_
    rw [inner_sum]
    refine Finset.sum_congr rfl fun j _ => ?_
    rw [real_inner_smul_left, real_inner_smul_right,
      (riIntegral_eq_sub_residual hW).1 (ρ i) (ρ j)]
    ring
  rw [h]
  exact real_inner_self_nonneg
```

Take finitely many densities $\rho_i$ with residuals $r_i=\rho_i-\rho_i'$. The identity gives the error of each integral as $(r_i|r_j)$, so for real numbers $x_i$

$$\sum_{ij}x_ix_j\left[(\rho_i|\rho_j)-(\rho_i|\rho_j)_{\mathrm{RI}}\right]
=\Big(\sum_i x_ir_i\Big|\sum_j x_jr_j\Big)\ge0.$$

The error matrix is thus positive semidefinite. The intermediate statement `h` is this equality, and `real_inner_self_nonneg` supplies the sign.

```lean
/-- The squared error of an RI integral is at most the product of the errors of the two
corresponding diagonal integrals. -/
theorem riError_sq_le {χ : ι → E} {W : Matrix ι ι ℝ} (hW : coulombMetric χ * W = 1) (u v : E) :
    (inner ℝ u v - riIntegral χ W u v) ^ 2
      ≤ (inner ℝ u u - riIntegral χ W u u) * (inner ℝ v v - riIntegral χ W v v) := by
  have key := (riIntegral_eq_sub_residual hW).1
  rw [key u v, key u u, key v v, sub_sub_cancel, sub_sub_cancel, sub_sub_cancel, sq]
  exact real_inner_mul_inner_self_le _ _
```

Let $\Delta_{uv}=(u|v)-(u|v)_{\mathrm{RI}}$. After the identity has been inserted three times, the claim is the Cauchy–Schwarz inequality for the two residuals:

$$\Delta_{uv}^2\le\Delta_{uu}\,\Delta_{vv}.$$

The diagonal errors therefore limit all the others. If every diagonal error in a set of orbital products is at most $\varepsilon$, no integral between members of the set is wrong by more than $\varepsilon$.

## Exact fits and larger auxiliary sets

```lean
/-- A diagonal RI integral is exact if and only if the density lies in the auxiliary span. -/
theorem riIntegral_self_eq_iff {χ : ι → E} {W : Matrix ι ι ℝ}
    (hW : coulombMetric χ * W = 1) (u : E) :
    riIntegral χ W u u = inner ℝ u u ↔ u ∈ Submodule.span ℝ (Set.range χ) := by
  have key := (riIntegral_eq_sub_residual hW).1 u u
  constructor
  · intro h
    have h0 : inner ℝ (u - fitted χ W u) (u - fitted χ W u) = 0 := by linarith
    rw [sub_eq_zero.mp (inner_self_eq_zero.mp h0)]
    exact fitted_mem_span χ W u
  · intro hu
    have h0 := inner_residual_eq_zero hW u (Submodule.sub_mem _ hu (fitted_mem_span χ W u))
    linarith
```

The symbol `↔` means "if and only if". Suppose the diagonal integral is exact. Then $(u-u'|u-u')=0$, so $u=u'$, which lies in the span. Conversely, if $u$ lies in the span, so does $u-u'$. The residual is then orthogonal to itself, and the error is zero. The two bullets of the proof are these two directions.

```lean
/-- Enlarging the auxiliary span never lowers a diagonal RI integral. -/
theorem riIntegral_self_mono {χ : ι → E} {W : Matrix ι ι ℝ} {η : κ → E} {W' : Matrix κ κ ℝ}
    (hW : coulombMetric χ * W = 1) (hW' : coulombMetric η * W' = 1)
    (hspan : Submodule.span ℝ (Set.range χ) ≤ Submodule.span ℝ (Set.range η)) (u : E) :
    riIntegral χ W u u ≤ riIntegral η W' u u := by
  have h1 := (riIntegral_eq_sub_residual hW).1 u u
  have h2 := (riIntegral_eq_sub_residual hW').1 u u
  -- the change of the fit is orthogonal to the residual of the larger fit
  have h3 := inner_residual_eq_zero hW' u
    (Submodule.sub_mem _ (fitted_mem_span η W' u) (hspan (fitted_mem_span χ W u)))
  have hsplit : u - fitted χ W u
      = (fitted η W' u - fitted χ W u) + (u - fitted η W' u) := by abel
  rw [hsplit, real_inner_add_add_self, h3] at h1
  have h4 : 0 ≤ inner ℝ (fitted η W' u - fitted χ W u) (fitted η W' u - fitted χ W u) :=
    real_inner_self_nonneg
  linarith
```

The second auxiliary family `η` has its own inverse metric `W'`, and `hspan` says that its span contains that of `χ`. Write $u'$ for the fit with `χ` and $u''$ for the fit with `η`. Then

$$u-u'=(u''-u')+(u-u'').$$

Both fits lie in the larger span, so the first bracket is orthogonal to the second, and

$$(u-u'|u-u')=(u''-u'|u''-u')+(u-u''|u-u'')\ge(u-u''|u-u'').$$

The error with the smaller span is therefore at least as large as with the larger one, and its diagonal integral is smaller or equal. In the code, `hsplit` is the decomposition and `h3` the vanishing cross term.

The condition is on the spans and not on the number of functions. Two auxiliary basis sets of different size need not be nested, and the theorem then does not order their results.

## An off-diagonal integral that comes out too large

```lean
/-- In the plane with the single auxiliary vector `(2, 0)` and inverse metric `1/4`, the vectors
`(1, 1)` and `(1, -1)` have exact integral `0` but RI integral `1`. -/
theorem offDiagonal_overestimated_witness :
    let χ : Fin 1 → EuclideanSpace ℝ (Fin 2) := fun _ => !₂[2, 0]
    let W : Matrix (Fin 1) (Fin 1) ℝ := Matrix.of fun _ _ => 1 / 4
    let u : EuclideanSpace ℝ (Fin 2) := !₂[1, 1]
    let v : EuclideanSpace ℝ (Fin 2) := !₂[1, -1]
    coulombMetric χ * W = 1 ∧ inner ℝ u v = 0 ∧ riIntegral χ W u v = 1 := by
  intro χ W u v
  have h : ∀ a b c d : ℝ,
      inner ℝ (!₂[a, b] : EuclideanSpace ℝ (Fin 2)) !₂[c, d] = a * c + b * d := by
    intro a b c d
    simp [PiLp.inner_apply, Fin.sum_univ_two]
    ring
  refine ⟨?_, ?_, ?_⟩
  · ext i j
    obtain rfl := Subsingleton.elim i j
    rw [Matrix.one_apply_eq]
    simp only [χ, W, coulombMetric, Matrix.mul_apply, Matrix.of_apply, Finset.univ_unique,
      Finset.sum_singleton, h]
    norm_num
  · simp only [u, v, h]
    norm_num
  · simp only [χ, W, u, v, riIntegral, Matrix.of_apply, Finset.univ_unique,
      Finset.sum_singleton, h]
    norm_num

end

end ResolutionOfIdentity
```

The notation `!₂[1, 1]` is a vector in the Euclidean plane, and the inner product is the ordinary dot product. The single auxiliary vector $(2,0)$ has $V=4$ and $W=1/4$, so $VW=1$. For $u=(1,1)$ and $v=(1,-1)$,

$$(u|v)=1-1=0,\qquad (u|v)_{\mathrm{RI}}=2\cdot\tfrac14\cdot2=1.$$

Both fitted vectors are $(1,0)$. The residuals $(0,1)$ and $(0,-1)$ have inner product $-1$, and subtracting this raises the integral from $0$ to $1$. With $u$ and $v$ scaled to unit length, the exact value is still $0$ and the RI value is $1/2$. The one-sided bound thus fails for general pairs $u,v$.

The proof first establishes the dot-product formula in coordinates (`h`), then evaluates the three claims with `simp only` and `norm_num`.

```lean
#print axioms ResolutionOfIdentity.riIntegral_eq_sub_residual
-- 'ResolutionOfIdentity.riIntegral_eq_sub_residual' depends on axioms: [propext, Classical.choice, Quot.sound]
#print axioms ResolutionOfIdentity.riError_quadraticForm_nonneg
-- 'ResolutionOfIdentity.riError_quadraticForm_nonneg' depends on axioms: [propext, Classical.choice, Quot.sound]
#print axioms ResolutionOfIdentity.riIntegral_self_eq_iff
-- 'ResolutionOfIdentity.riIntegral_self_eq_iff' depends on axioms: [propext, Classical.choice, Quot.sound]
#print axioms ResolutionOfIdentity.riIntegral_self_mono
-- 'ResolutionOfIdentity.riIntegral_self_mono' depends on axioms: [propext, Classical.choice, Quot.sound]
```
